# The first edge of a reduced planar cell is a shortest nonzero lattice vector, and the second is a shortest one off its line

Let a and b be vectors in a real inner-product space, with

‖a‖ ≤ ‖b‖ and 2|⟨a,b⟩| ≤ ‖a‖².

For integers m and n that are not both zero, m a + n b is at least as long as a. If n ≠ 0, it is also at least as long as b.

## Cells and periodic images

Many pairs of edges generate the same planar lattice, and a skewed pair can hide a short lattice vector. The two inequalities exclude this. The second one says that the projection of b on a nonzero a is at most half as long as a.

In a simulation that is periodic in two directions, the length of the first edge of a reduced cell is therefore the distance from a particle to its nearest periodic image.

## Lower bound on the length

Write A = ‖a‖², B = ‖b‖² and v = m a + n b. Expanding the square gives

‖v‖² = m²A + 2mn⟨a,b⟩ + n²B.

The cross term is at least −2|m||n||⟨a,b⟩|, which is at least −|m||n|A. With q = m² − |m||n| + n², this gives

‖v‖² ≥ (m² − |m||n|)A + n²B = qA + n²(B − A).

Completing the square shows that

4q = (2|m| − |n|)² + 3n².

So q is positive unless m = n = 0, and being an integer it is then at least 1. Since B ≥ A, it follows that ‖v‖² ≥ A. If n ≠ 0, then n² ≥ 1 as well, and

‖v‖² − B ≥ (q − 1)A + (n² − 1)(B − A) ≥ 0.

## Converse, ties and area

Conversely, suppose both minimality properties hold. Taking v = b gives ‖a‖ ≤ ‖b‖. Taking v = b ± a gives B ≤ B + A ± 2⟨a,b⟩, hence 2|⟨a,b⟩| ≤ A.

If a ≠ 0 and ‖a‖ < ‖b‖, a vector as long as a must have n = 0. Then m²A = A, so it is ±a.

If 2|⟨a,b⟩| < A, the cross-term bound is strict whenever m and n are both nonzero. A vector with n ≠ 0 that is as long as b therefore has m = 0 and n²B = B, so it is ±b. Strictness matters here: when 2⟨a,b⟩ = A,

‖b − a‖² = B − 2⟨a,b⟩ + A = B.

Finally, 4⟨a,b⟩² ≤ A² ≤ AB, so the squared cell area satisfies

AB − ⟨a,b⟩² ≥ (3/4)AB.

## A worked cell and a skewed one

Take a = (3,0) and b = (1,3). Then A = 9, B = 10 and 2⟨a,b⟩ = 6, so the pair is reduced. The neighbours b − a and b + a have squared lengths 13 and 25. The squared area is 81, above the bound 67.5.

Now take a = (3,0) and b = (3,1). The length condition holds, but 2⟨a,b⟩ = 18 exceeds 9. The vector b − a = (0,1) is shorter than both edges.

## The statement in Lean

The space `E` may have any dimension, including infinite. `IsReduced a b` bundles the two inequalities as `norm_le` and `inner_le`; the absolute value leaves the angle free to be acute or obtuse. `latticeVector a b m n` is m a + n b, with integer coordinates cast to reals.

Linear independence is not assumed, and a = 0 is allowed; for a ≠ 0 the area bound forces independence. The file treats two generators only, and does not show that every planar lattice has a reduced basis or give an algorithm for finding one.

```lean
import Mathlib

namespace PlaneLatticeReduction

variable {E : Type*} [NormedAddCommGroup E] [InnerProductSpace ℝ E]

/-- The reduction conditions on a pair of cell vectors: `a` is no longer than `b`, and the
inner product of the two is at most half the squared length of `a` in absolute value. -/
structure IsReduced (a b : E) : Prop where
  norm_le : ‖a‖ ≤ ‖b‖
  inner_le : 2 * |inner ℝ a b| ≤ ‖a‖ ^ 2

/-- The lattice vector `m a + n b` with integer coordinates `m` and `n`. -/
def latticeVector (a b : E) (m n : ℤ) : E := (m : ℝ) • a + (n : ℝ) • b

/-- The squared length of a lattice vector is a binary quadratic form in its coordinates. -/
theorem norm_sq_latticeVector (a b : E) (m n : ℤ) :
    ‖latticeVector a b m n‖ ^ 2 =
      (m : ℝ) ^ 2 * ‖a‖ ^ 2 + 2 * (m * n * inner ℝ a b) + (n : ℝ) ^ 2 * ‖b‖ ^ 2 := by
  rw [latticeVector, norm_add_sq_real]
  simp only [norm_smul, mul_pow, Real.norm_eq_abs, sq_abs, real_inner_smul_left,
    real_inner_smul_right]
  ring

/-- The form `m² - |m||n| + n²` is at least one at integers that are not both zero. -/
theorem one_le_form {m n : ℤ} (h : m ≠ 0 ∨ n ≠ 0) :
    (1 : ℝ) ≤ (m : ℝ) ^ 2 - |(m : ℝ)| * |(n : ℝ)| + (n : ℝ) ^ 2 := by
  have key : 1 ≤ m ^ 2 - |m| * |n| + n ^ 2 := by
    rw [← sq_abs m, ← sq_abs n]
    by_contra hc
    have hlt := not_le.mp hc
    have hQ : |m| ^ 2 - |m| * |n| + |n| ^ 2 ≤ 0 := by linarith
    -- completing the square in either variable forces both to vanish
    have hn : |n| ^ 2 ≤ 0 := by nlinarith [sq_nonneg (2 * |m| - |n|)]
    have hm : |m| ^ 2 ≤ 0 := by nlinarith [sq_nonneg (2 * |n| - |m|)]
    have hn0 : n = 0 :=
      abs_eq_zero.mp ((pow_eq_zero_iff two_ne_zero).mp (le_antisymm hn (sq_nonneg _)))
    have hm0 : m = 0 :=
      abs_eq_zero.mp ((pow_eq_zero_iff two_ne_zero).mp (le_antisymm hm (sq_nonneg _)))
    exact h.elim (fun h => h hm0) (fun h => h hn0)
  exact_mod_cast key

/-- For a reduced pair, the squared length of `m a + n b` is bounded below by an expression in `m`,
`n` and the two squared edge lengths, without the inner product. -/
theorem IsReduced.lower_bound {a b : E} (h : IsReduced a b) (m n : ℤ) :
    ((m : ℝ) ^ 2 - |(m : ℝ)| * |(n : ℝ)|) * ‖a‖ ^ 2 + (n : ℝ) ^ 2 * ‖b‖ ^ 2
      ≤ ‖latticeVector a b m n‖ ^ 2 := by
  rw [norm_sq_latticeVector]
  have h1 : -(|(m : ℝ)| * |(n : ℝ)| * |inner ℝ a b|) ≤ (m : ℝ) * n * inner ℝ a b := by
    rw [← abs_mul, ← abs_mul]
    exact neg_abs_le _
  have h2 := mul_le_mul_of_nonneg_left h.inner_le
    (mul_nonneg (abs_nonneg (m : ℝ)) (abs_nonneg (n : ℝ)))
  nlinarith

/-- For a reduced pair, every lattice vector with coordinates not both zero is at least as
long as `a`, and every lattice vector with `n ≠ 0` is at least as long as `b`. -/
theorem IsReduced.minimal {a b : E} (h : IsReduced a b) (m n : ℤ) :
    (m ≠ 0 ∨ n ≠ 0 → ‖a‖ ≤ ‖latticeVector a b m n‖) ∧
      (n ≠ 0 → ‖b‖ ≤ ‖latticeVector a b m n‖) := by
  have hAB : ‖a‖ ^ 2 ≤ ‖b‖ ^ 2 := pow_le_pow_left₀ (norm_nonneg _) h.norm_le 2
  have hL := h.lower_bound m n
  constructor
  · intro hmn
    apply (sq_le_sq₀ (norm_nonneg _) (norm_nonneg _)).mp
    nlinarith [mul_nonneg (sub_nonneg.2 (one_le_form hmn)) (sq_nonneg ‖a‖),
      mul_nonneg (sq_nonneg (n : ℝ)) (sub_nonneg.2 hAB)]
  · intro hn
    have hn1 : (1 : ℝ) ≤ (n : ℝ) ^ 2 := by
      have h0 : 0 < n ^ 2 := by positivity
      have h1 : 1 ≤ n ^ 2 := by linarith
      exact_mod_cast h1
    apply (sq_le_sq₀ (norm_nonneg _) (norm_nonneg _)).mp
    nlinarith [mul_nonneg (sub_nonneg.2 (one_le_form (m := m) (Or.inr hn))) (sq_nonneg ‖a‖),
      mul_nonneg (sub_nonneg.2 hn1) (sub_nonneg.2 hAB)]

/-- A pair is reduced exactly when `a` is a shortest lattice vector with coordinates not both
zero and `b` is a shortest one among those with `n ≠ 0`. -/
theorem isReduced_iff_minimal (a b : E) :
    IsReduced a b ↔ ∀ m n : ℤ, (m ≠ 0 ∨ n ≠ 0 → ‖a‖ ≤ ‖latticeVector a b m n‖) ∧
      (n ≠ 0 → ‖b‖ ≤ ‖latticeVector a b m n‖) := by
  refine ⟨fun h => h.minimal, fun h => ⟨?_, ?_⟩⟩
  · have h1 := (h 0 1).1 (Or.inr one_ne_zero)
    simpa [latticeVector] using h1
  · -- compare `b` with its neighbours `b + a` and `b - a`
    have hp := pow_le_pow_left₀ (norm_nonneg _) ((h 1 1).2 one_ne_zero) 2
    have hm := pow_le_pow_left₀ (norm_nonneg _) ((h (-1) 1).2 one_ne_zero) 2
    rw [norm_sq_latticeVector] at hp hm
    push_cast at hp hm
    have habs : |inner ℝ a b| ≤ ‖a‖ ^ 2 / 2 := abs_le.mpr ⟨by linarith, by linarith⟩
    linarith

/-- If `k ^ 2 * L = L` for an integer `k` and a positive real `L`, then `k` is `1` or `-1`. -/
theorem eq_one_or_neg_one_of_scale {k : ℤ} {L : ℝ} (hL : 0 < L)
    (h : (k : ℝ) ^ 2 * L = L) : k = 1 ∨ k = -1 := by
  have h1 : (k : ℝ) ^ 2 = 1 := mul_right_cancel₀ hL.ne' (by rw [h, one_mul])
  have h2 : k ^ 2 = 1 := by exact_mod_cast h1
  exact mul_self_eq_one_iff.mp (by rw [← sq]; exact h2)

/-- If `a` is nonzero and strictly shorter than `b` in a reduced pair, the lattice vectors as
long as `a` are exactly `a` and `-a`. -/
theorem IsReduced.norm_eq_first_iff {a b : E} (h : IsReduced a b) (ha : a ≠ 0)
    (hab : ‖a‖ < ‖b‖) (m n : ℤ) :
    ‖latticeVector a b m n‖ = ‖a‖ ↔ n = 0 ∧ (m = 1 ∨ m = -1) := by
  constructor
  · intro hv
    have hn : n = 0 := by
      by_contra hn
      have hb := (h.minimal m n).2 hn
      linarith
    subst hn
    have hs := norm_sq_latticeVector a b m 0
    rw [hv] at hs
    push_cast at hs
    exact ⟨rfl, eq_one_or_neg_one_of_scale (pow_pos (norm_pos_iff.mpr ha) 2) (by linarith)⟩
  · rintro ⟨rfl, rfl | rfl⟩ <;> simp [latticeVector]

/-- If the inner-product condition of a reduced pair is strict, the lattice vectors with
`n ≠ 0` that are as long as `b` are exactly `b` and `-b`. -/
theorem IsReduced.norm_eq_second_iff {a b : E} (h : IsReduced a b)
    (hs : 2 * |inner ℝ a b| < ‖a‖ ^ 2) (m : ℤ) {n : ℤ} (hn : n ≠ 0) :
    ‖latticeVector a b m n‖ = ‖b‖ ↔ m = 0 ∧ (n = 1 ∨ n = -1) := by
  have hAB : ‖a‖ ^ 2 ≤ ‖b‖ ^ 2 := pow_le_pow_left₀ (norm_nonneg _) h.norm_le 2
  constructor
  · intro hv
    have hq := norm_sq_latticeVector a b m n
    rw [hv] at hq
    have hm : m = 0 := by
      by_contra hm
      -- when `m` and `n` are both nonzero, the bound on the cross term is strict
      have hpos : 0 < |(m : ℝ)| * |(n : ℝ)| :=
        mul_pos (abs_pos.mpr (Int.cast_ne_zero.mpr hm)) (abs_pos.mpr (Int.cast_ne_zero.mpr hn))
      have h1 : -(|(m : ℝ)| * |(n : ℝ)| * |inner ℝ a b|) ≤ (m : ℝ) * n * inner ℝ a b := by
        rw [← abs_mul, ← abs_mul]
        exact neg_abs_le _
      have h2 := mul_lt_mul_of_pos_left hs hpos
      have hn1 : (1 : ℝ) ≤ (n : ℝ) ^ 2 := by
        have h0 : 0 < n ^ 2 := by positivity
        have h1 : 1 ≤ n ^ 2 := by linarith
        exact_mod_cast h1
      nlinarith [mul_nonneg (sub_nonneg.2 (one_le_form (m := m) (Or.inr hn))) (sq_nonneg ‖a‖),
        mul_nonneg (sub_nonneg.2 hn1) (sub_nonneg.2 hAB)]
    subst hm
    push_cast at hq
    have hB : 0 < ‖b‖ ^ 2 := by linarith [abs_nonneg (inner ℝ a b)]
    exact ⟨rfl, eq_one_or_neg_one_of_scale hB (by linarith)⟩
  · rintro ⟨rfl, rfl | rfl⟩ <;> simp [latticeVector]

/-- If twice the inner product of `a` and `b` equals the squared length of `a`, then `b - a`
is exactly as long as `b`. -/
theorem norm_eq_of_boundary {a b : E} (h : 2 * inner ℝ a b = ‖a‖ ^ 2) :
    ‖b - a‖ = ‖b‖ := by
  apply (sq_eq_sq₀ (norm_nonneg _) (norm_nonneg _)).mp
  rw [norm_sub_sq_real, real_inner_comm]
  linarith

/-- The squared area of a reduced cell, written as its Gram determinant, is at least three
quarters of the product of the squared edge lengths. -/
theorem IsReduced.area_bound {a b : E} (h : IsReduced a b) :
    3 / 4 * (‖a‖ ^ 2 * ‖b‖ ^ 2) ≤ ‖a‖ ^ 2 * ‖b‖ ^ 2 - (inner ℝ a b) ^ 2 := by
  have hAB : ‖a‖ ^ 2 ≤ ‖b‖ ^ 2 := pow_le_pow_left₀ (norm_nonneg _) h.norm_le 2
  have h1 := pow_le_pow_left₀ (by positivity) h.inner_le 2
  rw [mul_pow, sq_abs] at h1
  have h2 := mul_le_mul_of_nonneg_left hAB (sq_nonneg ‖a‖)
  nlinarith

end PlaneLatticeReduction
```

```lean
#print axioms PlaneLatticeReduction.IsReduced.norm_eq_first_iff
#print axioms PlaneLatticeReduction.IsReduced.norm_eq_second_iff
#print axioms PlaneLatticeReduction.norm_eq_of_boundary
#print axioms PlaneLatticeReduction.IsReduced.area_bound
```

```
'PlaneLatticeReduction.IsReduced.norm_eq_first_iff' depends on axioms: [propext, Classical.choice, Quot.sound]
'PlaneLatticeReduction.IsReduced.norm_eq_second_iff' depends on axioms: [propext, Classical.choice, Quot.sound]
'PlaneLatticeReduction.norm_eq_of_boundary' depends on axioms: [propext, Classical.choice, Quot.sound]
'PlaneLatticeReduction.IsReduced.area_bound' depends on axioms: [propext, Classical.choice, Quot.sound]
```

## How the proof runs

`norm_sq_latticeVector` expands the square, and `IsReduced.lower_bound` controls the cross term. `one_le_form` argues by contradiction in the integers: if q ≤ 0, completing the square in each variable forces m = n = 0. The result is then cast to the reals.

In `IsReduced.minimal`, `nlinarith` receives the nonnegative products from the derivation, such as (q − 1)A and (n² − 1)(B − A). `sq_le_sq₀` passes from squared lengths to lengths.

`isReduced_iff_minimal` obtains the converse from the coordinates (0,1), (1,1) and (−1,1). The two equality theorems first eliminate one coordinate, then use `eq_one_or_neg_one_of_scale` to fix the other at ±1. `norm_eq_of_boundary` is the expansion of ‖b − a‖², and `IsReduced.area_bound` squares `inner_le` and uses A ≤ B.
